# For two or more charged modes, single-mode LO estimates lie strictly between the extreme squared LO frequencies

Take those zone-centre modes of a polar crystal that couple to the macroscopic electric field for a given wavevector direction, and suppose that there are at least two. Adding to each squared TO frequency the shift caused by that mode's own charge gives the correct sum of the squared LO frequencies of the coupled modes, but not the correct range. Every such estimate lies strictly below the highest squared LO frequency and strictly above the lowest.

## The derivation by hand

A long-wavelength phonon with wavevector direction \(\hat q\) sets up a macroscopic field if its polarisation has a component along \(\hat q\), and this field couples the modes that were computed without it. Let \(t_i\) be the squared frequencies without the field. The coupled problem, in the basis of these modes, is

\[
M_{ij} = t_i\,\delta_{ij} + z_i z_j ,\qquad
z_i = \sqrt{\frac{4\pi}{\Omega\,\hat q\cdot\varepsilon_\infty\hat q}}\;\hat q\cdot Z_i ,
\]

in Gaussian units, with cell volume \(\Omega\), electronic dielectric tensor \(\varepsilon_\infty\) and mode effective charge vector \(Z_i\), which includes the mass factors. The number \(z_i\) is called the charge of mode \(i\) below, although it is a scaled projection of \(Z_i\) and has the dimension of a frequency. "TO" means "without the macroscopic field", and "LO" refers to all eigenvectors of \(M\). Modes with \(z_i=0\) for the chosen direction decouple and are left out. If TO modes are degenerate, their charges and estimates depend on the basis chosen for the degenerate subspace, and one can always choose it so that at most one of them is charged. The results below hold for any choice, with the charges that belong to it.

The single-mode estimate is \(m_i = t_i + z_i^2 = M_{ii}\). Let \(\lambda_k\) be the eigenvalues of \(M\), and \(c_{ki}\) the component along TO mode \(i\) of the \(k\)-th vector in a real orthonormal eigenbasis. Then

\[
\sum_j M_{ij}c_{kj} = \lambda_k c_{ki},\qquad \sum_k c_{ki}c_{kj}=\delta_{ij}.
\]

For fixed \(i\), the squared overlaps \(c_{ki}^2\) are therefore weights with sum 1. Replacing \(\lambda_k c_{kp}\) by \(\sum_l M_{pl}c_{kl}\) gives

\[
\sum_k \lambda_k c_{kp}c_{kq} = \sum_l M_{pl}\,\delta_{lq} = M_{pq},
\]

so the weighted mean of the LO spectrum is \(M_{ii}=m_i\). The same replacement in the second moment gives

\[
\sum_k \lambda_k^2 c_{ki}^2 = \sum_l M_{il}M_{li} = m_i^2 + V_i,\qquad V_i = z_i^2\sum_{j\ne i}z_j^2 .
\]

The variance \(V_i\) is thus the squared coupling of mode \(i\) to all the others. For any real \(a\) and \(b\), expand \((a-\lambda)(\lambda-b)=(a+b)\lambda-\lambda^2-ab\) and average:

\[
\sum_k (a-\lambda_k)(\lambda_k-b)\,c_{ki}^2 = (a+b)m_i - m_i^2 - V_i - ab = (a-m_i)(m_i-b)-V_i .
\]

Now take \(a=\lambda_{\max}\) and \(b=\lambda_{\min}\). Every term on the left is nonnegative, so

\[
V_i \le (\lambda_{\max}-m_i)(m_i-\lambda_{\min}).
\]

With at least two modes and no zero charge, \(V_i>0\), and the two factors on the right are nonzero with the same sign. If both were negative, then \(\lambda_{\max}<m_i<\lambda_{\min}\), which is impossible. Both are therefore positive, and \(\lambda_{\min}<m_i<\lambda_{\max}\). The sum rule is the trace: \(\sum_i m_i=\sum_i M_{ii}=\sum_k\lambda_k\).

**Two modes.** Take \(t=(1,7)\) and \(z=(2,1)\), in arbitrary units. The estimates are 5 and 8, while the eigenvalues of \(M\) are 4 and 9. Both pairs sum to 13. The bound holds with equality for each mode: \((9-5)(5-4)=(9-8)(8-4)=4=(2\cdot 1)^2\).

## The matrix and its entries in Lean

The modes are labelled by a type `n`, which is made finite once eigenvalues are needed.

```lean
import Mathlib

open Matrix

namespace SingleModeLOTO

noncomputable section

variable {n : Type*} [DecidableEq n]
```

The matrix \(M\) is a diagonal part plus the outer product of `z` with itself. The squared TO frequencies `t` are arbitrary reals, so an unstable mode with negative \(t_i\) is allowed.

```lean
/-- The LO dynamical matrix in the basis of TO modes: squared TO frequencies `t` on the
diagonal plus the rank-one coupling of the mode charges `z` through the macroscopic field. -/
def loMatrix (t z : n → ℝ) : Matrix n n ℝ := diagonal t + vecMulVec z z
```

The estimate \(m_i\) is a squared frequency, and it is compared below with the squared LO frequencies.

```lean
/-- The single-mode estimate of a squared LO frequency: the squared TO frequency of mode `i`
shifted by the square of its own charge. -/
def estimate (t z : n → ℝ) (i : n) : ℝ := t i + z i ^ 2
```

The next two lemmas read off the entries of \(M\): estimates on the diagonal, products of charges elsewhere. Later proofs use the matrix through these two facts.

```lean
/-- The diagonal entries of the LO matrix are the single-mode estimates. -/
theorem loMatrix_diag (t z : n → ℝ) (i : n) : loMatrix t z i i = estimate t z i := by
  simp [loMatrix, estimate, vecMulVec_apply, sq]

/-- Two different TO modes are coupled by the product of their charges. -/
theorem loMatrix_offdiag (t z : n → ℝ) {i j : n} (h : i ≠ j) :
    loMatrix t z i j = z i * z j := by
  simp [loMatrix, vecMulVec_apply, h]
```

A real symmetric matrix is Hermitian, and this gives access to Mathlib's spectral theorem. The proof treats diagonal and off-diagonal entries separately; off the diagonal it uses \(z_iz_j=z_jz_i\).

```lean
/-- The LO dynamical matrix is Hermitian. -/
theorem loMatrix_isHermitian (t z : n → ℝ) : (loMatrix t z).IsHermitian := by
  refine Matrix.IsHermitian.ext fun i j => ?_
  by_cases h : i = j
  · subst h
    simp
  · rw [loMatrix_offdiag t z h, loMatrix_offdiag t z (Ne.symm h), star_trivial, mul_comm]
```

## LO frequencies and modes

`loFreqSq t z k` is \(\lambda_k\), repeated according to multiplicity. The eigenvalues are labelled by the same type `n` as the TO modes, but LO label `k` is not matched physically to the TO mode with that label.

```lean
variable [Fintype n]

/-- The squared LO frequencies: the eigenvalues of the LO matrix, with multiplicity. -/
def loFreqSq (t z : n → ℝ) (k : n) : ℝ := (loMatrix_isHermitian t z).eigenvalues k
```

`loMode t z k i` is \(c_{ki}\), with the LO label first. The eigenbasis is normalised; where eigenvalues are degenerate it is one choice among many, and the results hold for whichever basis Mathlib supplies.

```lean
/-- The component along TO mode `i` of the `k`-th vector in an orthonormal LO eigenbasis. -/
def loMode (t z : n → ℝ) (k i : n) : ℝ :=
  ((loMatrix_isHermitian t z).eigenvectorBasis k).ofLp i
```

The eigenvalue equation is Mathlib's matrix-vector identity, written out in components.

```lean
/-- The LO modes satisfy the eigenvalue equation of the LO matrix. -/
theorem loMode_eigen (t z : n → ℝ) (k i : n) :
    ∑ j, loMatrix t z i j * loMode t z k j = loFreqSq t z k * loMode t z k i := by
  have h := congrFun ((loMatrix_isHermitian t z).mulVec_eigenvectorBasis k) i
  simp only [Matrix.mulVec, dotProduct, Pi.smul_apply, smul_eq_mul] at h
  exact h
```

Completeness follows from expanding the inner product of two coordinate vectors in the eigenbasis. The two cases \(i=j\) and \(i\neq j\) give the two values of \(\delta_{ij}\).

```lean
/-- The LO modes are complete. -/
theorem loMode_complete (t z : n → ℝ) (i j : n) :
    ∑ k, loMode t z k i * loMode t z k j = if i = j then 1 else 0 := by
  have h := (loMatrix_isHermitian t z).eigenvectorBasis.sum_inner_mul_inner
    (EuclideanSpace.single i (1 : ℝ)) (EuclideanSpace.single j (1 : ℝ))
  by_cases hij : i = j
  · subst hij
    simpa [loMode, EuclideanSpace.inner_single_left, EuclideanSpace.inner_single_right,
      Pi.single_apply] using h
  · simpa [loMode, EuclideanSpace.inner_single_left, EuclideanSpace.inner_single_right,
      Pi.single_apply, hij, Ne.symm hij] using h
```

## The weighted average and the error bound

The next theorem is the averaged identity for arbitrary `a` and `b`. The sum over `Finset.univ.erase i` runs over all modes except \(i\), so the subtracted term is \(V_i\).

In the proof, `step` trades a factor \(\lambda_k\) for one application of \(M\), using the eigenvalue equation and an exchange of sums. Combined with completeness it yields `first`, which is \(\sum_k\lambda_kc_{kp}c_{kq}=M_{pq}\). The facts `m0`, `m1` and `m2` are the norm, the mean and the second moment. For `m2`, the term \(l=i\) is split off from \(\sum_l M_{il}M_{li}\), which separates \(m_i^2\) from \(V_i\). Finally `expand` multiplies out the quadratic, and `ring` collects the result.

```lean
/-- For any reals `a` and `b`, the average of `(a - λ) (λ - b)` over the LO spectrum, weighted
by the squared overlaps with TO mode `i`, is its value at the single-mode estimate minus
the squared coupling of mode `i` to all other modes. -/
theorem weighted_spectrum (t z : n → ℝ) (i : n) (a b : ℝ) :
    ∑ k, (a - loFreqSq t z k) * (loFreqSq t z k - b) * loMode t z k i ^ 2 =
      (a - estimate t z i) * (estimate t z i - b)
        - z i ^ 2 * ∑ j ∈ Finset.univ.erase i, z j ^ 2 := by
  -- one factor of the eigenvalue is traded for one application of the matrix
  have step : ∀ (p : n) (g : n → ℝ), ∑ k, loFreqSq t z k * loMode t z k p * g k =
      ∑ l, loMatrix t z p l * ∑ k, loMode t z k l * g k := by
    intro p g
    calc ∑ k, loFreqSq t z k * loMode t z k p * g k
        = ∑ k, ∑ l, loMatrix t z p l * (loMode t z k l * g k) := by
          refine Finset.sum_congr rfl fun k _ => ?_
          rw [← loMode_eigen, Finset.sum_mul]
          exact Finset.sum_congr rfl fun l _ => by ring
      _ = _ := by
          rw [Finset.sum_comm]
          simp only [Finset.mul_sum]
  have first : ∀ p q : n, ∑ k, loFreqSq t z k * loMode t z k p * loMode t z k q =
      loMatrix t z p q := fun p q =>
    (step p (fun k => loMode t z k q)).trans (by simp [loMode_complete])
  -- norm, mean and second moment of the weighted spectrum
  have m0 : ∑ k, loMode t z k i * loMode t z k i = 1 := by simp [loMode_complete]
  have m1 := (first i i).trans (loMatrix_diag t z i)
  have m2 : ∑ k, loFreqSq t z k * loMode t z k i * (loFreqSq t z k * loMode t z k i) =
      estimate t z i ^ 2 + z i ^ 2 * ∑ j ∈ Finset.univ.erase i, z j ^ 2 := by
    rw [step i (fun k => loFreqSq t z k * loMode t z k i)]
    have inner_sum : ∀ l, ∑ k, loMode t z k l * (loFreqSq t z k * loMode t z k i) =
        loMatrix t z l i := fun l => by
      rw [← first l i]
      exact Finset.sum_congr rfl fun k _ => by ring
    simp only [inner_sum]
    rw [← Finset.add_sum_erase Finset.univ _ (Finset.mem_univ i), loMatrix_diag,
      Finset.mul_sum, ← sq]
    congr 1
    refine Finset.sum_congr rfl fun l hl => ?_
    have hli : l ≠ i := Finset.ne_of_mem_erase hl
    rw [loMatrix_offdiag t z hli, loMatrix_offdiag t z hli.symm]
    ring
  have expand : ∑ k, (a - loFreqSq t z k) * (loFreqSq t z k - b) * loMode t z k i ^ 2 =
      (a + b) * ∑ k, loFreqSq t z k * loMode t z k i * loMode t z k i
      - ∑ k, loFreqSq t z k * loMode t z k i * (loFreqSq t z k * loMode t z k i)
      - a * b * ∑ k, loMode t z k i * loMode t z k i := by
    rw [Finset.mul_sum, Finset.mul_sum, ← Finset.sum_sub_distrib, ← Finset.sum_sub_distrib]
    exact Finset.sum_congr rfl fun k _ => by ring
  rw [expand, m0, m1, m2]
  ring
```

The bound on \(V_i\) is stated for any lower bound `lo` and upper bound `hi` of the spectrum; here `lo` means "low", not "longitudinal optical". Each summand is a product of two nonnegative differences and a square, so the sum is nonnegative, and the identity above turns this into the inequality.

```lean
/-- If all squared LO frequencies lie between `lo` and `hi`, the distances of a single-mode
estimate from `hi` and `lo` have a product no smaller than the squared coupling of that mode
to all others. -/
theorem coupling_le_gap_product (t z : n → ℝ) (i : n) {lo hi : ℝ}
    (hlo : ∀ k, lo ≤ loFreqSq t z k) (hhi : ∀ k, loFreqSq t z k ≤ hi) :
    z i ^ 2 * ∑ j ∈ Finset.univ.erase i, z j ^ 2 ≤
      (hi - estimate t z i) * (estimate t z i - lo) := by
  have h : 0 ≤ ∑ k, (hi - loFreqSq t z k) * (loFreqSq t z k - lo) * loMode t z k i ^ 2 :=
    Finset.sum_nonneg fun k _ => mul_nonneg
      (mul_nonneg (sub_nonneg.2 (hhi k)) (sub_nonneg.2 (hlo k))) (sq_nonneg _)
  rw [weighted_spectrum] at h
  linarith
```

## The strict inequalities

`Nontrivial n` says that there are at least two modes, and `hz` says that every charge is nonzero. The conclusion has two parts: the sum rule, and the existence of labels `top` and `bot` for a highest and a lowest eigenvalue such that every estimate lies strictly between these two values. In particular, the largest estimate is below the highest squared LO frequency, and the smallest is above the lowest.

The first part compares two expressions for the trace. For the second, a finite family of reals has a maximum and a minimum, which supply `top` and `bot`. A mode \(j\neq i\) exists, so the sum over the other modes is positive, and so is \(V_i\). The preceding bound makes the product of the two gaps positive. `mul_pos_iff` splits this into two cases; the one with both factors negative contradicts the ordering of the extreme eigenvalues.

```lean
/-- For at least two modes, all with nonzero charge, the single-mode estimates have the same sum
as the squared LO frequencies, but all lie strictly below the highest and strictly above the
lowest of them. -/
theorem estimates_strictly_inside [Nontrivial n] (t z : n → ℝ) (hz : ∀ i, z i ≠ 0) :
    ∑ i, estimate t z i = ∑ k, loFreqSq t z k ∧
    ∃ top bot : n, (∀ k, loFreqSq t z k ≤ loFreqSq t z top) ∧
      (∀ k, loFreqSq t z bot ≤ loFreqSq t z k) ∧
      ∀ i, loFreqSq t z bot < estimate t z i ∧ estimate t z i < loFreqSq t z top := by
  constructor
  · -- both sums are the trace
    have h := (loMatrix_isHermitian t z).trace_eq_sum_eigenvalues
    simpa [Matrix.trace, loMatrix_diag, loFreqSq] using h
  · obtain ⟨top, htop⟩ := Finite.exists_max (loFreqSq t z)
    obtain ⟨bot, hbot⟩ := Finite.exists_min (loFreqSq t z)
    refine ⟨top, bot, htop, hbot, fun i => ?_⟩
    -- a second charged mode makes the coupling strictly positive
    obtain ⟨j, hj⟩ := exists_ne i
    have hs : 0 < ∑ j ∈ Finset.univ.erase i, z j ^ 2 :=
      Finset.sum_pos (fun l _ => pow_pos_of_ne l) ⟨j, by simp [hj]⟩
    have hp := lt_of_lt_of_le (mul_pos (pow_pos_of_ne i) hs)
      (coupling_le_gap_product t z i hbot htop)
    have hord := htop bot
    rcases mul_pos_iff.1 hp with h | h
    · exact ⟨by linarith [h.2], by linarith [h.1]⟩
    · exact absurd hord (by linarith [h.1, h.2])
where
  pow_pos_of_ne (l : n) : 0 < z l ^ 2 := by
    have := hz l
    positivity
```

Suppose that the TO frequencies and mode charges come from a phonon calculation, for example by density functional perturbation theory, and that at least two modes are charged. Within the harmonic model used here, correcting mode by mode instead of diagonalising \(M\) then places the top of the LO spectrum of the charged modes too low and its bottom too high, even though the sum rule is satisfied. The theorem takes `t` and `z` as given real numbers; the step from the electrostatics of a real crystal to the rank-one form of the coupling is physical input.

## Two modes, and when an estimate is exact

For two modes the bound becomes an equality, for any charges. Setting `a` and `b` equal to the two eigenvalues makes every term of the weighted sum vanish, which leaves \((\lambda_0-m_i)(m_i-\lambda_1)=V_i=(z_0z_1)^2\). The left side is unchanged when the eigenvalues are swapped, so it does not matter which of them carries the label 0.

```lean
/-- For two modes, the distances of either single-mode estimate from the two squared LO
frequencies multiply exactly to the squared coupling. -/
theorem two_mode_gap_product (t z : Fin 2 → ℝ) (i : Fin 2) :
    (loFreqSq t z 0 - estimate t z i) * (estimate t z i - loFreqSq t z 1) =
      (z 0 * z 1) ^ 2 := by
  have h := weighted_spectrum t z i (loFreqSq t z 0) (loFreqSq t z 1)
  have hs := Finset.add_sum_erase Finset.univ (fun j => z j ^ 2) (Finset.mem_univ i)
  simp only [Fin.sum_univ_two, sub_self, zero_mul, mul_zero, add_zero] at h hs
  have hi : i = 0 ∨ i = 1 := by fin_cases i <;> simp
  rcases hi with rfl | rfl
  · linear_combination -h + z 0 ^ 2 * hs
  · linear_combination -h + z 1 ^ 2 * hs
```

The last theorem says when a TO mode is itself an LO mode with its estimate as eigenvalue. `Pi.single i 1` is the unit vector along TO mode \(i\), and \(M\) maps it to column \(i\) of the matrix, which is the content of `hcol`. The vector is an eigenvector with eigenvalue \(m_i\) exactly when all other entries of that column vanish, that is, when \(z_iz_j=0\) for all \(j\ne i\). Either mode \(i\) has no charge or no other mode has any. The equivalence concerns this particular vector; with three or more modes, an estimate may still coincide numerically with an eigenvalue that belongs to a different vector.

```lean
/-- A TO mode is an eigenvector of the LO matrix with its single-mode estimate as eigenvalue
exactly when its coupling to every other mode vanishes. -/
theorem estimate_exact_iff (t z : n → ℝ) (i : n) :
    loMatrix t z *ᵥ Pi.single i 1 = estimate t z i • (Pi.single i 1 : n → ℝ) ↔
      ∀ j, j ≠ i → z i * z j = 0 := by
  have hcol : ∀ j, (loMatrix t z *ᵥ Pi.single i 1) j = loMatrix t z j i := by
    intro j
    simp
  constructor
  · intro h j hj
    have h2 := congrFun h j
    rw [hcol, loMatrix_offdiag t z hj, Pi.smul_apply, Pi.single_eq_of_ne hj,
      smul_zero] at h2
    linarith
  · intro h
    funext j
    rw [hcol, Pi.smul_apply]
    by_cases hj : j = i
    · subst hj
      rw [loMatrix_diag, Pi.single_eq_same, smul_eq_mul, mul_one]
    · rw [loMatrix_offdiag t z hj, Pi.single_eq_of_ne hj, smul_zero, mul_comm]
      exact h j hj

end

end SingleModeLOTO
```

```lean
#print axioms SingleModeLOTO.estimates_strictly_inside
#print axioms SingleModeLOTO.two_mode_gap_product
#print axioms SingleModeLOTO.estimate_exact_iff
```

```
'SingleModeLOTO.estimates_strictly_inside' depends on axioms: [propext, Classical.choice, Quot.sound]
'SingleModeLOTO.two_mode_gap_product' depends on axioms: [propext, Classical.choice, Quot.sound]
'SingleModeLOTO.estimate_exact_iff' depends on axioms: [propext, Classical.choice, Quot.sound]
```
